# Amplitude derivatives of the factorized unitary coupled cluster energy as commutator expectation values, for bounded Hamiltonians

A factorized unitary coupled cluster state is built from a normalised reference state \(\varphi\), usually a Slater determinant, by a product of exponentials:

\[
\psi = e^{t_0A_0}e^{t_1A_1}\cdots e^{t_{m-1}A_{m-1}}\varphi .
\]

The \(t_j\) are real amplitudes and the \(A_j\) are bounded anti-Hermitian generators, \(A_j^*=-A_j\), where the star denotes the adjoint. This condition makes each factor unitary, so that it preserves the norm. Given a bounded Hamiltonian \(H\), how does the energy \(\langle\psi,H\psi\rangle\) respond when a single amplitude \(t_k\) changes? With \(L_k=e^{t_0A_0}\cdots e^{t_{k-1}A_{k-1}}\), the product of the factors to the left of factor \(k\), the answer is

\[
\frac{\partial}{\partial t_k}\langle\psi,H\psi\rangle=\langle\psi,[H,B_k]\psi\rangle,\qquad B_k=L_kA_kL_k^* .
\]

For a molecule in a finite orbital basis, these are the derivatives that a gradient-based optimization of the amplitudes uses.

Numbering starts at zero, and the leftmost factor acts last. The inner product is conjugate-linear in its first slot.

## The state, the energy and the dressed generator

```lean
import Mathlib

open Function

namespace FactorizedUCC

noncomputable section

variable {E : Type*} [NormedAddCommGroup E] [InnerProductSpace ℂ E] [CompleteSpace E]
```

The state space `E` is any complex Hilbert space, of finite or infinite dimension. The type `E →L[ℂ] E` contains the bounded linear operators on it. In a finite orbital basis every operator is bounded; the unbounded Hamiltonian of the full continuum problem lies beyond this setting. Identifying `E` with the Fock space of a particular molecule, and `H` and the generators with its second-quantized operators, is a step left to the reader.

```lean
/-- The product `exp(t₀A₀) ⋯ exp(tₖ₋₁Aₖ₋₁)` of the first `k` exponential factors. -/
def partialProduct (A : ℕ → E →L[ℂ] E) (t : ℕ → ℝ) : ℕ → (E →L[ℂ] E)
  | 0 => 1
  | k + 1 => partialProduct A t k * NormedSpace.exp ((t k : ℂ) • A k)
```

`partialProduct A t k` is \(L_k\). The two lines are a recursion: \(L_0=1\) and \(L_{k+1}=L_k\,e^{t_kA_k}\). Generators and amplitudes are infinite sequences, of which only the first entries are used. The notation `(t k : ℂ)` regards the real amplitude as a complex number, and `*` between operators is composition.

```lean
/-- The factorized trial state: `m` exponential factors applied to the reference `φ`. -/
def trialState (A : ℕ → E →L[ℂ] E) (t : ℕ → ℝ) (m : ℕ) (φ : E) : E :=
  partialProduct A t m φ
```

This is \(\psi=L_m\varphi\).

```lean
/-- The energy functional `⟨ψ, H ψ⟩` of the trial state `ψ`. -/
def energy (H : E →L[ℂ] E) (A : ℕ → E →L[ℂ] E) (t : ℕ → ℝ) (m : ℕ) (φ : E) : ℂ :=
  inner ℂ (trialState A t m φ) (H (trialState A t m φ))
```

This is \(\langle\psi,H\psi\rangle\), as a complex number. The theorems do not require a normalised reference. If all \(m\) generators are anti-Hermitian and \(\varphi\neq0\), then \(\|\psi\|=\|\varphi\|\), and dividing the energy and its derivatives by \(\|\varphi\|^2\) gives the normalised values.

```lean
/-- The dressed generator `Bₖ = Lₖ Aₖ Lₖ*`, where `Lₖ` is the product of the factors
to the left of factor `k`. -/
def dressed (A : ℕ → E →L[ℂ] E) (t : ℕ → ℝ) (k : ℕ) : E →L[ℂ] E :=
  partialProduct A t k * A k * star (partialProduct A t k)
```

This is \(B_k=L_kA_kL_k^*\), with `star` for the adjoint. "Dressed" is the name used here for the generator conjugated by the factors to its left; it has nothing to do with dressed states of atoms in a light field.

```lean
/-- For any bounded operator `T`, the difference `T - T*` is anti-Hermitian. -/
theorem cluster_generator_witness (T : E →L[ℂ] E) :
    star (T - star T) = -(T - star T) := by
  rw [star_sub, star_star, neg_sub]
```

For an excitation operator \(T\), the usual cluster generator is \(T-T^*\). Its adjoint is \(T^*-T=-(T-T^*)\), so it satisfies the condition placed on the \(A_j\).

## The left product is unitary

```lean
/-- The product of the first `k` factors is unitary if their generators are
anti-Hermitian. -/
theorem partialProduct_unitary (A : ℕ → E →L[ℂ] E) (t : ℕ → ℝ) (k : ℕ)
    (hA : ∀ j < k, star (A j) = -A j) :
    star (partialProduct A t k) * partialProduct A t k = 1 ∧
      partialProduct A t k * star (partialProduct A t k) = 1 := by
  induction k with
  | zero => simp [partialProduct]
  | succ k ih =>
    obtain ⟨h1, h2⟩ := ih (fun j hj => hA j (by omega))
    have hx : (t k : ℂ) • A k ∈ skewAdjoint (E →L[ℂ] E) := by
      rw [skewAdjoint.mem_iff, star_smul, hA k (by omega), Complex.star_def,
        Complex.conj_ofReal, smul_neg]
    -- a single factor is unitary
    have he : star (NormedSpace.exp ((t k : ℂ) • A k)) * NormedSpace.exp ((t k : ℂ) • A k) = 1 ∧
        NormedSpace.exp ((t k : ℂ) • A k) * star (NormedSpace.exp ((t k : ℂ) • A k)) = 1 :=
      letI : NormedAlgebra ℚ (E →L[ℂ] E) := NormedAlgebra.restrictScalars ℚ ℂ (E →L[ℂ] E)
      NormedSpace.exp_mem_unitary_of_mem_skewAdjoint hx
    obtain ⟨e1, e2⟩ := he
    simp only [partialProduct, star_mul]
    generalize NormedSpace.exp ((t k : ℂ) • A k) = e at e1 e2 ⊢
    generalize partialProduct A t k = L at h1 h2 ⊢
    constructor
    · calc star e * star L * (L * e) = star e * (star L * L) * e := by simp only [mul_assoc]
        _ = 1 := by rw [h1, mul_one, e1]
    · calc L * e * (star e * star L) = L * (e * star e) * star L := by simp only [mul_assoc]
        _ = 1 := by rw [e2, mul_one, h2]
```

The hypothesis `hA` says that \(A_0,\dots,A_{k-1}\) are anti-Hermitian. The conclusion is \(L_k^*L_k=1\) and \(L_kL_k^*=1\).

By hand, one factor \(U=e^{t_kA_k}\), written `e` in the code, has adjoint \(U^*=e^{t_kA_k^*}=e^{-t_kA_k}\), because \(t_k\) is real, and this is its inverse. The product follows by induction, starting from \(L_0=1\):

\[
L_{k+1}^*L_{k+1}=U^*L_k^*L_k\,U=U^*U=1,\qquad
L_{k+1}L_{k+1}^*=L_k\,UU^*L_k^*=L_kL_k^*=1 .
\]

In Lean, `hx` records that \(t_kA_k\) is anti-Hermitian, `he` obtains the unitarity of one factor from Mathlib, and the two `calc` blocks are the two displayed chains.

## Isolating one amplitude

```lean
/-- The factors to the left of factor `k` do not depend on the parameter `tₖ`. -/
theorem partialProduct_update (A : ℕ → E →L[ℂ] E) (t : ℕ → ℝ) (k : ℕ) (s : ℝ) (j : ℕ)
    (hj : j ≤ k) : partialProduct A (update t k s) j = partialProduct A t j := by
  induction j with
  | zero => rfl
  | succ j ih =>
    have hne : j ≠ k := by omega
    simp only [partialProduct]
    rw [ih (by omega), update_of_ne hne]
```

`update t k s` is the amplitude list `t` with entry \(k\) replaced by \(s\). For \(j\le k\), the product \(L_j\) contains only amplitudes with index below \(k\), so the replacement leaves it unchanged. The proof is an induction on \(j\).

```lean
/-- For `k < m`, as a function of the single parameter `tₖ = s`, the product of the first `m`
factors is `Lₖ exp(s Aₖ) R` with an operator `R` independent of `s`. -/
theorem partialProduct_split (A : ℕ → E →L[ℂ] E) (t : ℕ → ℝ) {k m : ℕ} (hkm : k < m) :
    ∃ R : E →L[ℂ] E, ∀ s : ℝ, partialProduct A (update t k s) m =
      partialProduct A t k * NormedSpace.exp ((s : ℂ) • A k) * R := by
  obtain ⟨d, rfl⟩ := Nat.exists_eq_add_of_le (show k + 1 ≤ m from hkm)
  clear hkm
  induction d with
  | zero =>
    refine ⟨1, fun s => ?_⟩
    change partialProduct A (update t k s) k *
      NormedSpace.exp (((update t k s k : ℝ) : ℂ) • A k) = _
    rw [partialProduct_update A t k s k le_rfl, update_self, mul_one]
  | succ d ih =>
    obtain ⟨R, hR⟩ := ih
    refine ⟨R * NormedSpace.exp ((t (k + 1 + d) : ℂ) • A (k + 1 + d)), fun s => ?_⟩
    have hne : k + 1 + d ≠ k := by omega
    change partialProduct A (update t k s) (k + 1 + d) *
      NormedSpace.exp (((update t k s (k + 1 + d) : ℝ) : ℂ) • A (k + 1 + d)) = _
    rw [hR s, update_of_ne hne, mul_assoc]
```

For \(k<m\), the full product with \(t_k\) replaced by \(s\) is

\[
L_k\,e^{sA_k}R,\qquad R=e^{t_{k+1}A_{k+1}}\cdots e^{t_{m-1}A_{m-1}},
\]

with \(R=1\) if factor \(k\) is the last. The theorem states that some \(R\) exists which serves for all \(s\); the order of the quantifiers, `∃ R` before `∀ s`, expresses its independence of \(s\). The proof writes \(m=k+1+d\) and uses induction on \(d\), attaching one factor to \(R\) at each step.

## The response of the state

```lean
/-- The trial state responds to `tₖ` through the dressed generator, `∂ψ/∂tₖ = Bₖ ψ`, if `k < m` and
the generators to the left of factor `k` are anti-Hermitian. -/
theorem hasDerivAt_trialState (A : ℕ → E →L[ℂ] E) (t : ℕ → ℝ) (φ : E) {k m : ℕ}
    (hkm : k < m) (hA : ∀ j < k, star (A j) = -A j) :
    HasDerivAt (fun s : ℝ => trialState A (update t k s) m φ)
      (dressed A t k (trialState A t m φ)) (t k) := by
  obtain ⟨R, hR⟩ := partialProduct_split A t hkm
  have hL := (partialProduct_unitary A t k hA).1
  have ht := hR (t k)
  rw [update_eq_self] at ht
  have he : HasDerivAt (fun z : ℂ => NormedSpace.exp (z • A k))
      (A k * NormedSpace.exp ((t k : ℂ) • A k)) (t k : ℂ) :=
    hasDerivAt_exp_smul_const' (A k) (t k : ℂ)
  have hv : HasDerivAt
      (fun z : ℂ => (partialProduct A t k * NormedSpace.exp (z • A k) * R) φ)
      ((partialProduct A t k * (A k * NormedSpace.exp ((t k : ℂ) • A k)) * R) φ) (t k : ℂ) :=
    (((he.const_mul (partialProduct A t k)).mul_const R).clm_apply
      (hasDerivAt_const _ φ)).congr_deriv (by simp)
  have hr : HasDerivAt (fun x : ℝ => (x : ℂ)) 1 (t k) :=
    (hasDerivAt_id (t k)).ofReal_comp.congr_deriv Complex.ofReal_one
  have hs := HasDerivAt.scomp (t k) hv hr
  have hfun : (fun s : ℝ => trialState A (update t k s) m φ) =
      (fun z : ℂ => (partialProduct A t k * NormedSpace.exp (z • A k) * R) φ) ∘
        fun x : ℝ => (x : ℂ) := by
    funext s
    simp only [trialState, hR s, Function.comp]
  rw [hfun]
  refine hs.congr_deriv ?_
  rw [one_smul, trialState, ht, dressed]
  generalize NormedSpace.exp ((t k : ℂ) • A k) = e
  generalize partialProduct A t k = L at hL ⊢
  -- insert `L* L = 1` between the generator and the remaining factors
  have hop : L * (A k * e) * R = L * A k * star L * (L * e * R) := by
    calc L * (A k * e) * R = L * A k * 1 * (e * R) := by simp only [mul_assoc, one_mul]
      _ = L * A k * (star L * L) * (e * R) := by rw [hL]
      _ = L * A k * star L * (L * e * R) := by simp only [mul_assoc]
  rw [hop]
  rfl
```

`HasDerivAt f f' x` says that the function `f` is differentiable at `x` with derivative `f'`. Here only entry \(k\) varies, so the statement is about a partial derivative:

\[
\frac{\partial\psi}{\partial t_k}=B_k\psi .
\]

By hand, start from \(\psi(s)=L_ke^{sA_k}R\varphi\) and use \(\frac{d}{ds}e^{sA_k}=A_ke^{sA_k}\). At \(s=t_k\),

\[
\frac{\partial\psi}{\partial t_k}=L_kA_k\,e^{t_kA_k}R\varphi
=L_kA_k\,(L_k^*L_k)\,e^{t_kA_k}R\varphi
=B_k\,L_ke^{t_kA_k}R\varphi=B_k\psi .
\]

The theorem assumes anti-Hermiticity just for the generators to the left of factor \(k\); this suffices, because the argument uses no more than \(L_k^*L_k=1\).

In the proof, `he` is the derivative of the exponential for a complex parameter, and `hv` carries it through the constant operators \(L_k\) and \(R\) and the vector \(\varphi\). The chain rule `HasDerivAt.scomp` then restricts the parameter to real values. The step `hop` inserts \(L_k^*L_k=1\).

## The energy gradient

```lean
/-- The dressed generator `Bₖ` is anti-Hermitian if `Aₖ` is. -/
theorem dressed_skew (A : ℕ → E →L[ℂ] E) (t : ℕ → ℝ) (k : ℕ) (hk : star (A k) = -A k) :
    star (dressed A t k) = -dressed A t k := by
  simp only [dressed, star_mul, star_star, hk, neg_mul, mul_neg, mul_assoc]
```

If \(A_k\) is anti-Hermitian, so is \(B_k\):

\[
B_k^*=(L_kA_kL_k^*)^*=L_kA_k^*L_k^*=-B_k .
\]

```lean
/-- Gradient of factorized unitary coupled cluster: `∂⟨ψ, Hψ⟩/∂tₖ = ⟨ψ, [H, Bₖ] ψ⟩` for every
bounded `H`, if `k < m` and the generators up to and including `Aₖ` are anti-Hermitian. -/
theorem energy_gradient (H : E →L[ℂ] E) (A : ℕ → E →L[ℂ] E) (t : ℕ → ℝ) (φ : E) {k m : ℕ}
    (hkm : k < m) (hA : ∀ j ≤ k, star (A j) = -A j) :
    HasDerivAt (fun s : ℝ => energy H A (update t k s) m φ)
      (inner ℂ (trialState A t m φ)
        ((H * dressed A t k - dressed A t k * H) (trialState A t m φ))) (t k) := by
  have hψ := hasDerivAt_trialState A t φ hkm (fun j hj => hA j hj.le)
  have hH : HasDerivAt (fun s : ℝ => H (trialState A (update t k s) m φ))
      (H (dressed A t k (trialState A t m φ))) (t k) :=
    (H.restrictScalars ℝ).hasFDerivAt.comp_hasDerivAt (t k) hψ
  refine (hψ.inner ℂ hH).congr_deriv ?_
  simp only [update_eq_self]
  have hskew := dressed_skew A t k (hA k le_rfl)
  generalize trialState A t m φ = ψ
  generalize dressed A t k = B at hskew ⊢
  -- move `B` to the right-hand slot, at the cost of a sign
  have hB : inner ℂ (B ψ) (H ψ) = -inner ℂ ψ (B (H ψ)) := by
    rw [← ContinuousLinearMap.adjoint_inner_right, ← ContinuousLinearMap.star_eq_adjoint,
      hskew, neg_apply, inner_neg_right]
  have hsplit : (H * B - B * H) ψ = H (B ψ) - B (H ψ) := rfl
  rw [hsplit, inner_sub_right, hB, sub_eq_add_neg]
```

This is the gradient formula. It holds for \(k<m\), with \(A_0,\dots,A_k\) anti-Hermitian. The generators further right may be any bounded operators, and \(H\) need not be Hermitian. When \(H\) is Hermitian, as a Hamiltonian is, the energy and its derivative are real.

By hand, the product rule and \(\partial\psi/\partial t_k=B_k\psi\) give

\[
\frac{\partial}{\partial t_k}\langle\psi,H\psi\rangle
=\langle B_k\psi,H\psi\rangle+\langle\psi,HB_k\psi\rangle .
\]

Moving \(B_k\) to the right-hand slot turns it into \(B_k^*=-B_k\), so

\[
\frac{\partial}{\partial t_k}\langle\psi,H\psi\rangle
=-\langle\psi,B_kH\psi\rangle+\langle\psi,HB_k\psi\rangle
=\langle\psi,[H,B_k]\psi\rangle .
\]

In Lean, `hψ` is the response of the state and `hH` the response of \(H\psi\). The expression `hψ.inner ℂ hH` is the product rule, `hB` moves \(B_k\) across the inner product, and the last line collects the commutator, which the statement writes out as `H * dressed A t k - dressed A t k * H`.

## Moving the left factors onto the state

```lean
/-- Backward sweep: `⟨ψ, [H, Bₖ] ψ⟩` is the expectation value of `[Lₖ* H Lₖ, Aₖ]` in the state
`Lₖ* ψ`, if the generators to the left of factor `k` are anti-Hermitian. -/
theorem gradient_backward_sweep (H : E →L[ℂ] E) (A : ℕ → E →L[ℂ] E) (t : ℕ → ℝ) (k : ℕ)
    (ψ : E) (hA : ∀ j < k, star (A j) = -A j) :
    inner ℂ ψ ((H * dressed A t k - dressed A t k * H) ψ) =
      inner ℂ (star (partialProduct A t k) ψ)
        ((star (partialProduct A t k) * H * partialProduct A t k * A k -
          A k * (star (partialProduct A t k) * H * partialProduct A t k))
            (star (partialProduct A t k) ψ)) := by
  have hL := (partialProduct_unitary A t k hA).2
  rw [dressed]
  generalize partialProduct A t k = L at hL ⊢
  have hadj : ∀ y, inner ℂ (star L ψ) y = inner ℂ ψ (L y) :=
    fun y => ContinuousLinearMap.adjoint_inner_left L y ψ
  have hop : H * (L * A k * star L) - L * A k * star L * H =
      L * (star L * H * L * A k - A k * (star L * H * L)) * star L := by
    symm
    calc L * (star L * H * L * A k - A k * (star L * H * L)) * star L
        = (L * star L) * H * (L * A k * star L) -
            (L * A k * star L) * H * (L * star L) := by noncomm_ring
      _ = H * (L * A k * star L) - L * A k * star L * H := by rw [hL, one_mul, mul_one]
  rw [hadj, hop]
  rfl
```

For any vector \(\psi\), and with the generators to the left of factor \(k\) anti-Hermitian,

\[
\langle\psi,[H,B_k]\psi\rangle
=\langle L_k^*\psi,\,[L_k^*HL_k,A_k]\,L_k^*\psi\rangle .
\]

The bare generator \(A_k\) now appears, and the left factors act on the state and the Hamiltonian instead. By hand, expand the commutator between \(L_k\) and \(L_k^*\) and use \(L_kL_k^*=1\):

\[
\begin{aligned}
L_k[L_k^*HL_k,A_k]L_k^*
&=(L_kL_k^*)H(L_kA_kL_k^*)-(L_kA_kL_k^*)H(L_kL_k^*)\\
&=HB_k-B_kH .
\end{aligned}
\]

Taking the inner product with \(\psi\) and moving the outer \(L_k\) to the left-hand slot gives the claim. The operator identity is `hop`, and the move across the inner product is `hadj`.

The name "backward sweep" refers to the order of evaluation. For the trial state, \(L_k^*\psi=e^{t_kA_k}\cdots e^{t_{m-1}A_{m-1}}\varphi\), so going from \(k\) to \(k+1\) removes one more exponential, beginning with the one applied last. The vector \(L_k^*H\psi\) can be carried along in the same way, since applying \(e^{-t_kA_k}\) to it gives \(L_{k+1}^*H\psi\). For Hermitian \(H\) and anti-Hermitian generators, the derivative is \(2\,\mathrm{Re}\,\langle L_k^*H\psi,\,A_kL_k^*\psi\rangle\). In a state-vector simulation with finitely many orbitals, the derivatives can therefore be computed one after another from these two vectors while the circuit is undone.

## Commuting generators

```lean
/-- If `Aₖ` commutes with all generators to its left, and these are anti-Hermitian, then
dressing has no effect: `Bₖ = Aₖ`. -/
theorem dressed_eq_of_commute (A : ℕ → E →L[ℂ] E) (t : ℕ → ℝ) (k : ℕ)
    (hA : ∀ j < k, star (A j) = -A j) (hc : ∀ j < k, Commute (A j) (A k)) :
    dressed A t k = A k := by
  -- every partial product up to `k` commutes with `A k`
  have hcomm : ∀ j ≤ k, Commute (partialProduct A t j) (A k) := by
    intro j
    induction j with
    | zero => exact fun _ => Commute.one_left _
    | succ j ih =>
      intro hj
      exact (ih (by omega)).mul_left (((hc j (by omega)).smul_left (t j : ℂ)).exp_left)
  rw [dressed, (hcomm k le_rfl).eq, mul_assoc, (partialProduct_unitary A t k hA).2, mul_one]

end

end FactorizedUCC
```

If \(A_k\) commutes with every generator to its left, and those generators are anti-Hermitian, then \(B_k=A_k\). By hand, \(A_k\) commutes with each exponential in \(L_k\) and therefore with \(L_k\), which gives

\[
B_k=L_kA_kL_k^*=A_kL_kL_k^*=A_k .
\]

The induction `hcomm` establishes the commutation factor by factor, and the last line carries out this calculation. For \(k=0\) there is nothing to the left, both conditions are empty, and \(B_0=A_0\).

```lean
#print axioms FactorizedUCC.energy_gradient
#print axioms FactorizedUCC.gradient_backward_sweep
#print axioms FactorizedUCC.dressed_eq_of_commute
```

```
'FactorizedUCC.energy_gradient' depends on axioms: [propext, Classical.choice, Quot.sound]
'FactorizedUCC.gradient_backward_sweep' depends on axioms: [propext, Classical.choice, Quot.sound]
'FactorizedUCC.dressed_eq_of_commute' depends on axioms: [propext, Classical.choice, Quot.sound]
```
